# The Galitskii–Migdal formula gives the exact thermal energy of the Hubbard atom

A single orbital exchanges electrons with a reservoir at inverse temperature $\beta$, through a coupling so weak that it doesn't alter the orbital's energies. One electron of either spin costs $\varepsilon$, measured from the chemical potential, and two cost $2\varepsilon+U$. With Gibbs probabilities $p_0$ (empty), $p_1$ (each singly occupied state) and $p_2$ (doubly occupied), the thermal energy is $2\varepsilon p_1+(2\varepsilon+U)p_2$. The Galitskii–Migdal formula uses the one-particle spectrum and the bare level $\varepsilon$. With $n=p_1+p_2$ the occupation per spin and $f(x)=1/(e^{\beta x}+1)$, it gives

$$2\varepsilon(1-n)f(\varepsilon)+(2\varepsilon+U)\,n\,f(\varepsilon+U).$$

Two Fermi functions at shifted energies don't look like Gibbs weights of a correlated atom. Why are the two expressions equal, and can I see a proof that a machine has checked?

## Detailed balance removes the Fermi functions

They are equal for every real $\varepsilon$, $U$ and $\beta$. Allow different levels $e_\uparrow,e_\downarrow$ for the two spins, so that

$$H=e_\uparrow n_\uparrow+e_\downarrow n_\downarrow+U n_\uparrow n_\downarrow .$$

Here $n_\sigma$ is the number operator for spin $\sigma$. In the next two formulas $m$ and $n$ label eigenstates, with energies $E_m$ and $E_n$; after that, $n$ standing alone is again the occupation per spin. The Lehmann spectral function of the annihilator $c_\sigma$ is

$$A_\sigma(\omega)=\sum_{m,n}(p_m+p_n)\,|\langle m|c_\sigma|n\rangle|^2\,\delta(\omega-E_n+E_m).$$

Since $p_m=p_n e^{\beta(E_n-E_m)}$,

$$(p_m+p_n)f(E_n-E_m)=p_n\frac{e^{\beta(E_n-E_m)}+1}{e^{\beta(E_n-E_m)}+1}=p_n .$$

Removing an up electron leads from $\uparrow$ to empty at $\omega=e_\uparrow$, or from double to single occupation at $\omega=e_\uparrow+U$. Hence

$$\int(\omega+e_\uparrow)fA_\uparrow\,d\omega=2e_\uparrow p_\uparrow+(2e_\uparrow+U)p_2,$$

and likewise for spin down. Half the sum of the two is

$$e_\uparrow p_\uparrow+e_\downarrow p_\downarrow+(e_\uparrow+e_\downarrow+U)p_2=\langle H\rangle .$$

Integrating $\omega fA_\sigma$ alone and summing over spins gives $\langle H\rangle+Up_2$, which counts the interaction twice.

For equal levels, normalisation $p_0+2p_1+p_2=1$ gives $1-n=p_0+p_1$. Detailed balance then yields $(1-n)f(\varepsilon)=p_1$ and $nf(\varepsilon+U)=p_2$. Inserting these two relations into your formula gives the thermal energy.

```lean
import Mathlib

open Matrix

namespace HubbardAtomGalitskiiMigdal

noncomputable section

/-- The Gibbs probability of the eigenstate `s` at inverse temperature `β`, for a finite list of
energies `E` measured from the chemical potential. -/
def gibbs {ι : Type*} [Fintype ι] (β : ℝ) (E : ι → ℝ) (s : ι) : ℝ :=
  Real.exp (-β * E s) / ∑ t, Real.exp (-β * E t)

/-- The Fermi function, with energies measured from the chemical potential. -/
def fermi (β x : ℝ) : ℝ := 1 / (Real.exp (β * x) + 1)

/-- The thermal average of an operator `A` given by its matrix in the energy eigenbasis. -/
def thermal {ι : Type*} [Fintype ι] (β : ℝ) (E : ι → ℝ) (A : Matrix ι ι ℝ) : ℝ :=
  ∑ s, gibbs β E s * A s s

/-- The integral of `g` against the Lehmann spectral function of the annihilator `c`: each
transition from `n` to `m` is a peak at `E n - E m` of weight `(p m + p n) (c m n)^2`. -/
def spectralSum {ι : Type*} [Fintype ι] (β : ℝ) (E : ι → ℝ) (c : Matrix ι ι ℝ)
    (g : ℝ → ℝ) : ℝ :=
  ∑ m, ∑ n, (gibbs β E m + gibbs β E n) * c m n ^ 2 * g (E n - E m)

/-- The annihilator of a spin-up electron; a basis state lists the up and down occupations. -/
def cUp : Matrix (Bool × Bool) (Bool × Bool) ℝ :=
  Matrix.of fun s t => if s.1 = false ∧ t.1 = true ∧ s.2 = t.2 then 1 else 0

/-- The annihilator of a spin-down electron, with a minus sign when the up level is filled. -/
def cDown : Matrix (Bool × Bool) (Bool × Bool) ℝ :=
  Matrix.of fun s t =>
    if s.2 = false ∧ t.2 = true ∧ s.1 = t.1 then (if s.1 = true then -1 else 1) else 0

/-- The Hubbard atom with levels `eu`, `ed` for the two spins and repulsion `U`. -/
def hamiltonian (eu ed U : ℝ) : Matrix (Bool × Bool) (Bool × Bool) ℝ :=
  eu • (cUpᵀ * cUp) + ed • (cDownᵀ * cDown) + U • ((cUpᵀ * cUp) * (cDownᵀ * cDown))

/-- The energies of the empty, the two singly occupied and the doubly occupied states. -/
def energy (eu ed U : ℝ) : Bool × Bool → ℝ
  | (false, false) => 0
  | (true, false) => eu
  | (false, true) => ed
  | (true, true) => eu + ed + U

/-- Each annihilator has anticommutator one with its own transpose, and the spin-up annihilator
anticommutes with the spin-down annihilator and with its transpose. -/
theorem anticommutation :
    cUp * cUpᵀ + cUpᵀ * cUp = 1 ∧ cDown * cDownᵀ + cDownᵀ * cDown = 1 ∧
    cUp * cDown + cDown * cUp = 0 ∧ cUp * cDownᵀ + cDownᵀ * cUp = 0 := by
  refine ⟨?_, ?_, ?_, ?_⟩ <;> ext ⟨a, b⟩ ⟨c, d⟩ <;>
    cases a <;> cases b <;> cases c <;> cases d <;>
    simp [Matrix.mul_apply, Fintype.sum_prod_type, cUp, cDown]

/-- The occupation states are eigenstates of the Hubbard atom, with the listed energies. -/
theorem hamiltonian_eq_diagonal (eu ed U : ℝ) :
    hamiltonian eu ed U = Matrix.diagonal (energy eu ed U) := by
  ext ⟨a, b⟩ ⟨c, d⟩
  cases a <;> cases b <;> cases c <;> cases d <;>
    simp [hamiltonian, Matrix.mul_apply, Fintype.sum_prod_type, cUp, cDown, energy]

/-- The Gibbs probabilities of a system with at least one state add up to one. -/
theorem sum_gibbs {ι : Type*} [Fintype ι] [Nonempty ι] (β : ℝ) (E : ι → ℝ) :
    ∑ s, gibbs β E s = 1 := by
  simp only [gibbs]
  rw [← Finset.sum_div]
  exact div_self (Finset.sum_pos (fun t _ => Real.exp_pos _) Finset.univ_nonempty).ne'

/-- Detailed balance: the Fermi function at the transition energy selects, from the summed
probabilities of two states, that of the initial state `n`. -/
theorem detailed_balance {ι : Type*} [Fintype ι] (β : ℝ) (E : ι → ℝ) (m n : ι) :
    (gibbs β E m + gibbs β E n) * fermi β (E n - E m) = gibbs β E n := by
  have hab : Real.exp (-β * E n) * Real.exp (β * (E n - E m)) = Real.exp (-β * E m) := by
    rw [← Real.exp_add]
    congr 1
    ring
  have hX : Real.exp (β * (E n - E m)) + 1 ≠ 0 := by positivity
  have hf := mul_one_div_cancel hX
  simp only [gibbs, fermi]
  rw [← hab]
  linear_combination (Real.exp (-β * E n) / ∑ t, Real.exp (-β * E t)) * hf

/-- Weighted with the Fermi function, a Lehmann sum becomes a thermal average over the initial
states of the removal transitions. -/
theorem spectralSum_fermi {ι : Type*} [Fintype ι] (β : ℝ) (E : ι → ℝ) (c : Matrix ι ι ℝ)
    (g : ℝ → ℝ) :
    spectralSum β E c (fun ω => g ω * fermi β ω) =
      ∑ m, ∑ n, gibbs β E n * c m n ^ 2 * g (E n - E m) := by
  simp only [spectralSum]
  refine Finset.sum_congr rfl fun m _ => Finset.sum_congr rfl fun n _ => ?_
  linear_combination c m n ^ 2 * g (E n - E m) * detailed_balance β E m n

/-- The spin-up spectral function has two peaks, at `eu` and `eu + U`, whose weights are the
probabilities that the spin-down level is empty or filled. -/
theorem spectralSum_up (β eu ed U : ℝ) (g : ℝ → ℝ) :
    spectralSum β (energy eu ed U) cUp g =
      (1 - thermal β (energy eu ed U) (cDownᵀ * cDown)) * g eu +
        thermal β (energy eu ed U) (cDownᵀ * cDown) * g (eu + U) := by
  have h := sum_gibbs β (energy eu ed U)
  simp only [Fintype.sum_prod_type, Fintype.sum_bool] at h
  -- the two addition energies
  have h1 : energy eu ed U (true, false) - energy eu ed U (false, false) = eu := by
    simp only [energy]
    ring
  have h2 : energy eu ed U (true, true) - energy eu ed U (false, true) = eu + U := by
    simp only [energy]
    ring
  simp [spectralSum, thermal, Fintype.sum_prod_type, Matrix.mul_apply, cUp, cDown, h1, h2,
    -mul_eq_mul_right_iff, -mul_eq_mul_left_iff]
  linear_combination g eu * h

/-- The Galitskii-Migdal formula for the Hubbard atom: half the sum over spins of the integral of
`(ω + e) f(ω) A(ω)`, with `e` the level of that spin, is the thermal average of the Hamiltonian. -/
theorem galitskii_migdal (β eu ed U : ℝ) :
    (1 / 2) * (spectralSum β (energy eu ed U) cUp (fun ω => (ω + eu) * fermi β ω) +
        spectralSum β (energy eu ed U) cDown (fun ω => (ω + ed) * fermi β ω)) =
      thermal β (energy eu ed U) (hamiltonian eu ed U) := by
  rw [hamiltonian_eq_diagonal, spectralSum_fermi β _ _ (fun ω => ω + eu),
    spectralSum_fermi β _ _ (fun ω => ω + ed)]
  simp [thermal, Fintype.sum_prod_type, cUp, cDown, energy]
  ring

/-- The integral of `ω f(ω) A(ω)`, summed over spins, exceeds the thermal energy by `U` times the
probability of double occupation: it counts the interaction twice. -/
theorem band_energy_double_counts (β eu ed U : ℝ) :
    spectralSum β (energy eu ed U) cUp (fun ω => ω * fermi β ω) +
        spectralSum β (energy eu ed U) cDown (fun ω => ω * fermi β ω) =
      thermal β (energy eu ed U) (hamiltonian eu ed U) +
        U * gibbs β (energy eu ed U) (true, true) := by
  rw [hamiltonian_eq_diagonal, spectralSum_fermi β _ _ (fun ω => ω),
    spectralSum_fermi β _ _ (fun ω => ω)]
  simp [thermal, Fintype.sum_prod_type, cUp, cDown, energy]
  ring

/-- For equal spin levels `ε`, with `p1` the probability of one given singly occupied state, `p2`
that of double occupation and `n = p1 + p2`, the two-peak energy formula gives the thermal
energy `2 ε p1 + (2 ε + U) p2`. -/
theorem spin_degenerate_energy (β ε U p1 p2 n : ℝ)
    (hp1 : p1 = gibbs β (energy ε ε U) (true, false))
    (hp2 : p2 = gibbs β (energy ε ε U) (true, true)) (hn : n = p1 + p2) :
    2 * ε * (1 - n) * fermi β ε + (2 * ε + U) * n * fermi β (ε + U) =
      2 * ε * p1 + (2 * ε + U) * p2 := by
  have h := sum_gibbs β (energy ε ε U)
  simp only [Fintype.sum_prod_type, Fintype.sum_bool] at h
  have hs : gibbs β (energy ε ε U) (false, true) = gibbs β (energy ε ε U) (true, false) := by
    simp only [gibbs, energy]
  -- detailed balance for adding an electron to the empty and to the singly occupied atom
  have b1 := detailed_balance β (energy ε ε U) (false, false) (true, false)
  have b2 := detailed_balance β (energy ε ε U) (false, true) (true, true)
  have e1 : energy ε ε U (true, false) - energy ε ε U (false, false) = ε := by
    simp only [energy]
    ring
  have e2 : energy ε ε U (true, true) - energy ε ε U (false, true) = ε + U := by
    simp only [energy]
    ring
  rw [e1] at b1
  rw [e2, hs] at b2
  rw [hs] at h
  rw [← hp1, ← hp2] at h b2
  rw [← hp1] at b1
  have h0 : 1 - n = gibbs β (energy ε ε U) (false, false) + p1 := by
    linear_combination -h - hn
  rw [h0, hn]
  linear_combination 2 * ε * b1 + (2 * ε + U) * b2

end

end HubbardAtomGalitskiiMigdal
```

```lean
#print axioms HubbardAtomGalitskiiMigdal.spectralSum_up
-- 'HubbardAtomGalitskiiMigdal.spectralSum_up' depends on axioms: [propext, Classical.choice, Quot.sound]
#print axioms HubbardAtomGalitskiiMigdal.galitskii_migdal
-- 'HubbardAtomGalitskiiMigdal.galitskii_migdal' depends on axioms: [propext, Classical.choice, Quot.sound]
#print axioms HubbardAtomGalitskiiMigdal.band_energy_double_counts
-- 'HubbardAtomGalitskiiMigdal.band_energy_double_counts' depends on axioms: [propext, Classical.choice, Quot.sound]
#print axioms HubbardAtomGalitskiiMigdal.spin_degenerate_energy
-- 'HubbardAtomGalitskiiMigdal.spin_degenerate_energy' depends on axioms: [propext, Classical.choice, Quot.sound]
```

## What the Lean statements say about the atom

A basis state in `Bool × Bool` records the up and down occupations. `cUp` and `cDown` are real $4\times4$ matrices, including the fermionic sign, and `hamiltonian` is built from them. `gibbs` is the normalised Boltzmann weight, and `thermal` averages the diagonal elements of an operator in the energy eigenbasis.

`spectralSum β E c g` stands for $\int g(\omega)A(\omega)\,d\omega$. It is defined as the finite Lehmann sum, so the delta functions never appear, and the Lehmann form is taken as the starting point rather than derived from a time-dependent Green's function.

`galitskii_migdal` is the energy formula for arbitrary `eu`, `ed`, `U` and `β`, and `band_energy_double_counts` gives the excess $Up_2$. `spin_degenerate_energy` is your identity; its hypotheses merely name `p1`, `p2` and `n`. All energies are relative to the chemical potential $\mu$, so $\langle H\rangle$ here is what is otherwise written $\langle H-\mu N\rangle$. The energy formula is proved for this one interacting site, not for a general many-electron system.

## From the matrices to the energy

`anticommutation` and `hamiltonian_eq_diagonal` check every matrix element, confirming the four stated anticommutators and the four energies. The remaining fermionic relations, $c_\sigma^2=0$, hold for these matrices but aren't part of the theorem. `detailed_balance` combines the exponentials and cancels the positive denominator $e^{\beta(E_n-E_m)}+1$. `spectralSum_fermi` applies it term by term, for any finite list of energies and any real matrix `c`.

The two spin-summed theorems then expand the sums over the four states, and `ring` compares coefficients. `spectralSum_up` shows separately that the up spectrum has weights $1-\langle n_\downarrow\rangle$ and $\langle n_\downarrow\rangle$, using `sum_gibbs` for the first. The spin-degenerate proof uses detailed balance for the two transitions, `b1` and `b2`, and adds them with coefficients $2\varepsilon$ and $2\varepsilon+U$.

## The energy sum in a Green's-function code

For a single isolated orbital, an exact-diagonalisation code that stores poles $\omega_k$ and weights $w_k$ for each spin can evaluate

$$E=\tfrac12\sum_\sigma\sum_k w_{k\sigma}(\omega_{k\sigma}+e_\sigma)f(\omega_{k\sigma}).$$

Both $\omega_{k\sigma}$ and $e_\sigma$ must be measured from the chemical potential. With several orbitals and a two-body interaction, $e_\sigma$ becomes the one-body matrix and the product with the spectral matrix is traced. Both matrices must cover the whole system, including any bath orbitals: the poles of an impurity alone don't give the total energy. For the isolated Hubbard atom, the result can be compared directly with the four-state thermal sum. Agreement of this one number doesn't verify each pole weight: at $e_\sigma=-U/2$, for example, the upper pole has $\omega+e_\sigma=0$ and its weight drops out, so the comparison is better made at several values of $e_\sigma$.
